# The MP2 correlation energy is nonpositive when every occupied level lies below every virtual level

Two electrons fill two occupied spin orbitals, and two virtual spin orbitals lie above them, as in the hydrogen molecule in a minimal basis. Only one double excitation is possible. Let it cost the orbital energy D > 0, and let g be the complex matrix element that couples it to the reference determinant. Take as perturbation the Hamiltonian minus its orbital-energy part. If the excited determinant is mixed in with an amplitude t of first order in this perturbation, the energy changes to second order in the perturbation by

D|t|² + 2 Re(g* t) = D|t + g/D|² − |g|²/D.

The square is smallest at t = −g/D, which leaves −|g|²/D. This is the MP2 energy of the model, a name used here for the second-order correction alone, without the energy of the reference determinant. It is never positive, and zero only if g = 0.

The formula has a clear limit. For fixed g ≠ 0 it diverges as D falls to zero, whereas the lower eigenvalue of the two-state matrix with diagonal entries 0 and D and coupling g, which is (D − √(D² + 4|g|²))/2, tends to −|g|.

## Many excitations, one sign

Take finitely many occupied spin orbitals i, j with real energies eo(i), and finitely many virtual ones a, b with real energies ev(a). Let A(i,j,a,b) be the complex coupling of the reference to the double excitation from i, j to a, b, and write

D(i,j,a,b) = ev(a) + ev(b) − eo(i) − eo(j),

E = −(1/4) Σ |A(i,j,a,b)|² / D(i,j,a,b),

where the sum runs over all four indices independently. For antisymmetric couplings each excitation of a distinct pair appears four times, and the factor 1/4 corrects for this. In the opening example it gives back −|g|²/D.

Assume that eo(i) < ev(a) for every i and a. The claim is that E ≤ 0, with E = 0 exactly when every A(i,j,a,b) is zero.

Adding eo(i) < ev(a) and eo(j) < ev(b) gives D(i,j,a,b) > 0. Every term |A|²/D is therefore nonnegative, so the sum is nonnegative and E ≤ 0. If E = 0, the sum is zero. A sum of nonnegative terms is zero only if each term is, so |A|²/D = 0, and hence A = 0, for every choice of indices. Conversely, if all couplings vanish, so does E.

## The same energy as a minimum

The first-order amplitudes t(i,j,a,b) solve

D t + A = 0,

one equation for each set of indices. Since D ≠ 0, the only solution is t = −A/D. The second-order Hylleraas functional assigns to any trial amplitudes the value

J(t) = (1/4) Σ [D|t|² + 2 Re(A* t)].

Expanding the square for one excitation gives

D|t + A/D|² = D|t|² + 2 Re(A* t) + |A|²/D.

Move the last term to the other side, sum over the indices and multiply by 1/4:

J(t) = E + (1/4) Σ D|t + A/D|².

The added sum is nonnegative, so J(t) ≥ E. Equality makes every term D|t + A/D|² zero, and since D > 0 this means t = −A/D throughout.

In a canonical MP2 calculation with a finite basis and the assumed level ordering, J evaluated at approximate amplitudes is thus an upper bound to the MP2 energy. It is not thereby a bound on the exact correlation energy.

## Orbitals, couplings and energies in Lean

The types `O` and `V` label the occupied and virtual spin orbitals. The theorems that contain sums require both to be finite, and either may be empty, in which case the energy is zero and there are no couplings to test.

```lean
import Mathlib

open ComplexConjugate

namespace MP2Energy

noncomputable section

variable {O V : Type*}
```

The functions `eo` and `ev` are the orbital energies, and `excitationGap` is D. Many textbooks define the denominator with the opposite sign and drop the minus sign in front of the energy.

```lean
/-- The orbital-energy cost of the double excitation from occupied `i, j` to virtual `a, b`. -/
def excitationGap (eo : O → ℝ) (ev : V → ℝ) (i j : O) (a b : V) : ℝ :=
  ev a + ev b - eo i - eo j
```

The coupling array `A` corresponds to the antisymmetrised integral ⟨ab||ij⟩. Its complex conjugate ⟨ij||ab⟩ gives the same energy, because only the modulus enters. Lean imposes no antisymmetry on `A`, so the results hold for any complex array.

```lean
/-- The first-order doubles amplitudes `-A / gap`, meant for nonzero excitation gaps. -/
def amplitude (eo : O → ℝ) (ev : V → ℝ) (A : O → O → V → V → ℂ) : O → O → V → V → ℂ :=
  fun i j a b => -A i j a b / (excitationGap eo ev i j a b : ℂ)
```

The energy is a real number by its type, with `‖A i j a b‖` for the modulus |A|. Lean would assign the value zero to a quotient with zero gap, but the level ordering excludes that case.

```lean
/-- The MP2 energy in spin orbitals with couplings `A`, meant for nonzero excitation gaps. -/
def mp2Energy [Fintype O] [Fintype V] (eo : O → ℝ) (ev : V → ℝ)
    (A : O → O → V → V → ℂ) : ℝ :=
  -(1 / 4) * ∑ i, ∑ j, ∑ a, ∑ b, ‖A i j a b‖ ^ 2 / excitationGap eo ev i j a b
```

The functional takes `t` as a second array, also without symmetry constraints. In `hylleraas`, `conj` is complex conjugation and `.re` takes the real part.

```lean
/-- The second-order Hylleraas functional of trial doubles amplitudes `t`. -/
def hylleraas [Fintype O] [Fintype V] (eo : O → ℝ) (ev : V → ℝ)
    (A t : O → O → V → V → ℂ) : ℝ :=
  (1 / 4) * ∑ i, ∑ j, ∑ a, ∑ b,
    (excitationGap eo ev i j a b * ‖t i j a b‖ ^ 2 + 2 * (conj (A i j a b) * t i j a b).re)
```

These definitions start from the orbital energies and couplings. The step from a molecular Hamiltonian to them is ordinary perturbation theory: for a Hartree–Fock reference with canonical orbitals, single excitations do not contribute at second order, and the doubles give the expression in `mp2Energy`.

## From positive gaps to the sign of the energy

The hypothesis `h : ∀ i a, eo i < ev a` is the level ordering: every occupied level lies strictly below every virtual one. The proof uses it for the pairs i, a and j, b, and `linarith` adds the two inequalities.

```lean
/-- If every occupied level lies below every virtual level, each double excitation
costs a positive orbital energy. -/
theorem excitationGap_pos {eo : O → ℝ} {ev : V → ℝ} (h : ∀ i a, eo i < ev a)
    (i j : O) (a b : V) : 0 < excitationGap eo ev i j a b := by
  have h1 := h i a
  have h2 := h j b
  unfold excitationGap
  linarith
```

The next lemma is the statement about sums of nonnegative terms. Its proof applies the corresponding fact for a single finite sum four times, fixing i, then j, then a, then b.

```lean
/-- A sum of nonnegative contributions over all double excitations vanishes exactly when
each contribution vanishes. -/
theorem sum_doubles_eq_zero_iff [Fintype O] [Fintype V] {f : O → O → V → V → ℝ}
    (hf : ∀ i j a b, 0 ≤ f i j a b) :
    ∑ i, ∑ j, ∑ a, ∑ b, f i j a b = 0 ↔ ∀ i j a b, f i j a b = 0 := by
  constructor
  · intro h i j a b
    -- peel off one orbital index at a time
    have h1 := (Finset.sum_eq_zero_iff_of_nonneg (fun i _ => Finset.sum_nonneg fun j _ =>
      Finset.sum_nonneg fun a _ => Finset.sum_nonneg fun b _ => hf i j a b)).1 h
        i (Finset.mem_univ i)
    have h2 := (Finset.sum_eq_zero_iff_of_nonneg (fun j _ =>
      Finset.sum_nonneg fun a _ => Finset.sum_nonneg fun b _ => hf i j a b)).1 h1
        j (Finset.mem_univ j)
    have h3 := (Finset.sum_eq_zero_iff_of_nonneg (fun a _ =>
      Finset.sum_nonneg fun b _ => hf i j a b)).1 h2 a (Finset.mem_univ a)
    exact (Finset.sum_eq_zero_iff_of_nonneg (fun b _ => hf i j a b)).1 h3 b (Finset.mem_univ b)
  · intro h
    simp [h]
```

The main theorem joins the sign and the equality case by `∧`. In its proof, `hf` says that each term |A|²/D is nonnegative, and `hs` says the same of the sum, from which `linarith` obtains E ≤ 0. For the equality case, the previous lemma makes each quotient zero. A zero quotient needs a zero numerator or a zero denominator; the positive gap rules out the second, and the first gives A = 0.

```lean
/-- If every occupied level lies below every virtual level, the MP2 energy is nonpositive,
and it vanishes exactly when every coupling `A i j a b` is zero. -/
theorem mp2Energy_nonpos_and_eq_zero_iff [Fintype O] [Fintype V] {eo : O → ℝ} {ev : V → ℝ}
    (h : ∀ i a, eo i < ev a) (A : O → O → V → V → ℂ) :
    mp2Energy eo ev A ≤ 0 ∧ (mp2Energy eo ev A = 0 ↔ ∀ i j a b, A i j a b = 0) := by
  have hf : ∀ i j a b, 0 ≤ ‖A i j a b‖ ^ 2 / excitationGap eo ev i j a b :=
    fun i j a b => div_nonneg (sq_nonneg _) (excitationGap_pos h i j a b).le
  have hs : 0 ≤ ∑ i, ∑ j, ∑ a, ∑ b, ‖A i j a b‖ ^ 2 / excitationGap eo ev i j a b :=
    Finset.sum_nonneg fun i _ => Finset.sum_nonneg fun j _ =>
      Finset.sum_nonneg fun a _ => Finset.sum_nonneg fun b _ => hf i j a b
  refine ⟨by unfold mp2Energy; linarith, ?_, ?_⟩
  · intro hE i j a b
    have h0 : ∑ i, ∑ j, ∑ a, ∑ b, ‖A i j a b‖ ^ 2 / excitationGap eo ev i j a b = 0 := by
      unfold mp2Energy at hE
      linarith
    -- a vanishing term with positive denominator has a vanishing coupling
    have h1 := (sum_doubles_eq_zero_iff hf).1 h0 i j a b
    rcases div_eq_zero_iff.1 h1 with h2 | h2
    · exact norm_eq_zero.1 (pow_eq_zero_iff (two_ne_zero)|>.1 h2)
    · exact absurd h2 (excitationGap_pos h i j a b).ne'
  · intro hA
    simp [mp2Energy, hA]
```

For a finite set of spin orbitals with this ordering, a second-order correction of zero therefore means that the reference couples to no double excitation in the chosen basis.

## First-order amplitudes and the variational bound

The first-order equations are stated for all indices at once, and their solution is an equality of whole arrays, `t = amplitude eo ev A`. The proof divides by the gap in one direction and multiplies by it in the other.

```lean
/-- If every occupied level lies below every virtual level, the first-order equations
`gap * t + A = 0` have the amplitudes `-A / gap` as their only solution. -/
theorem first_order_equation_iff {eo : O → ℝ} {ev : V → ℝ} (h : ∀ i a, eo i < ev a)
    (A t : O → O → V → V → ℂ) :
    (∀ i j a b, (excitationGap eo ev i j a b : ℂ) * t i j a b + A i j a b = 0) ↔
      t = amplitude eo ev A := by
  have hD : ∀ i j a b, (excitationGap eo ev i j a b : ℂ) ≠ 0 :=
    fun i j a b => Complex.ofReal_ne_zero.2 (excitationGap_pos h i j a b).ne'
  constructor
  · intro ht
    funext i j a b
    rw [amplitude, eq_div_iff (hD i j a b)]
    linear_combination ht i j a b
  · intro ht i j a b
    have h1 : t i j a b = -A i j a b / (excitationGap eo ev i j a b : ℂ) := by
      rw [ht, amplitude]
    have h2 := (eq_div_iff (hD i j a b)).1 h1
    linear_combination h2
```

The identity for one excitation needs only a nonzero real gap, of either sign. Lean writes t + A/D as `t - (-A / (D : ℂ))`, the deviation from the first-order amplitude. The proof expands everything in real and imaginary parts, clears the denominator with `field_simp` and compares polynomials with `ring`.

```lean
/-- Completing the square for a single double excitation with nonzero gap `D`,
coupling `A` and trial amplitude `t`. -/
theorem complete_square {D : ℝ} (hD : D ≠ 0) (A t : ℂ) :
    D * ‖t‖ ^ 2 + 2 * (conj A * t).re = D * ‖t - (-A / (D : ℂ))‖ ^ 2 - ‖A‖ ^ 2 / D := by
  simp only [Complex.sq_norm, Complex.normSq_apply, Complex.sub_re, Complex.sub_im,
    Complex.div_ofReal_re, Complex.div_ofReal_im, Complex.neg_re, Complex.neg_im,
    Complex.mul_re, Complex.conj_re, Complex.conj_im]
  field_simp
  ring
```

Applied to every excitation, this identity gives the relation between J and E. The local statement `key` supplies it for each set of indices, and `Finset.sum_sub_distrib` separates the squared deviations from the terms that make up the MP2 energy.

```lean
/-- If every occupied level lies below every virtual level, the Hylleraas functional exceeds the MP2
energy by one quarter of the gap-weighted sum of squared deviations from the first-order amplitudes.
-/
theorem hylleraas_eq [Fintype O] [Fintype V] {eo : O → ℝ} {ev : V → ℝ}
    (h : ∀ i a, eo i < ev a) (A t : O → O → V → V → ℂ) :
    hylleraas eo ev A t = mp2Energy eo ev A + (1 / 4) * ∑ i, ∑ j, ∑ a, ∑ b,
      excitationGap eo ev i j a b * ‖t i j a b - amplitude eo ev A i j a b‖ ^ 2 := by
  have key := fun i j a b =>
    complete_square (excitationGap_pos h i j a b).ne' (A i j a b) (t i j a b)
  simp only [hylleraas, mp2Energy, amplitude, key, Finset.sum_sub_distrib]
  ring
```

The variational theorem has two parts: the MP2 energy is a lower bound to the functional for every `t`, and the bound is reached exactly at the first-order amplitudes. As in the theorem on the sign, equality forces a sum of nonnegative terms to vanish. Each term is now a gap times a squared deviation, so the positive gap leaves only a zero deviation.

```lean
/-- If every occupied level lies below every virtual level, the MP2 energy is the minimum of
the Hylleraas functional, attained only at the first-order amplitudes. -/
theorem hylleraas_variational [Fintype O] [Fintype V] {eo : O → ℝ} {ev : V → ℝ}
    (h : ∀ i a, eo i < ev a) (A t : O → O → V → V → ℂ) :
    mp2Energy eo ev A ≤ hylleraas eo ev A t ∧
      (hylleraas eo ev A t = mp2Energy eo ev A ↔ t = amplitude eo ev A) := by
  have hf : ∀ i j a b, 0 ≤ excitationGap eo ev i j a b *
      ‖t i j a b - amplitude eo ev A i j a b‖ ^ 2 :=
    fun i j a b => mul_nonneg (excitationGap_pos h i j a b).le (sq_nonneg _)
  have hs := Finset.sum_nonneg fun i (_ : i ∈ Finset.univ) =>
    Finset.sum_nonneg fun j (_ : j ∈ Finset.univ) =>
      Finset.sum_nonneg fun a (_ : a ∈ Finset.univ) =>
        Finset.sum_nonneg fun b (_ : b ∈ Finset.univ) => hf i j a b
  rw [hylleraas_eq h A t]
  refine ⟨by linarith, ?_, ?_⟩
  · intro hE
    funext i j a b
    -- equality forces every weighted deviation to vanish
    have h1 := (sum_doubles_eq_zero_iff hf).1 (by linarith) i j a b
    rcases mul_eq_zero.1 h1 with h2 | h2
    · exact absurd h2 (excitationGap_pos h i j a b).ne'
    · exact sub_eq_zero.1 (norm_eq_zero.1 (pow_eq_zero_iff (two_ne_zero)|>.1 h2))
  · intro ht
    simp [ht]
```

The trial amplitudes range over all complex arrays, whereas those of a fermionic wavefunction are antisymmetric. For antisymmetric couplings the minimum is the same in both sets: D does not change when i and j, or a and b, are exchanged, so −A/D is itself antisymmetric.

## Inverted levels give a positive value

Nonzero gaps alone do not fix the sign, even with antisymmetric couplings. Put two occupied levels at energy 1 and two virtual levels at energy 0, so that every gap is −2. In the code, each coupling is the (i, j) entry of an antisymmetric matrix times the (a, b) entry of the same matrix, so four couplings are nonzero, each of modulus 1. The sum is 4 · (1/(−2)) = −2, and the factor −1/4 turns it into +1/2. Such an arrangement corresponds to a reference that leaves lower orbitals empty, as a determinant for an excited state may do.

The proof writes out the sums over the two-element type `Fin 2` and evaluates them.

```lean
/-- With two occupied levels at energy 1, two virtual levels at energy 0 and the
antisymmetric couplings shown, the MP2 expression equals `+1/2`. -/
theorem mp2Energy_inverted_levels :
    mp2Energy (fun _ : Fin 2 => 1) (fun _ : Fin 2 => 0)
      (fun i j a b => (!![0, 1; -1, 0] : Matrix (Fin 2) (Fin 2) ℂ) i j *
        (!![0, 1; -1, 0] : Matrix (Fin 2) (Fin 2) ℂ) a b) = 1 / 2 := by
  norm_num [mp2Energy, excitationGap, Fin.sum_univ_two]

end

end MP2Energy
```

```lean
#print axioms MP2Energy.mp2Energy_nonpos_and_eq_zero_iff
#print axioms MP2Energy.first_order_equation_iff
#print axioms MP2Energy.hylleraas_variational
#print axioms MP2Energy.mp2Energy_inverted_levels
```

```
'MP2Energy.mp2Energy_nonpos_and_eq_zero_iff' depends on axioms: [propext, Classical.choice, Quot.sound]
'MP2Energy.first_order_equation_iff' depends on axioms: [propext, Classical.choice, Quot.sound]
'MP2Energy.hylleraas_variational' depends on axioms: [propext, Classical.choice, Quot.sound]
'MP2Energy.mp2Energy_inverted_levels' depends on axioms: [propext, Classical.choice, Quot.sound]
```
